# Rotations that mix only equally occupied natural orbitals leave the one-particle density matrix unchanged

A self-consistent-field calculation improves its orbitals by rotating them among themselves. In a closed-shell determinant, mixing two doubly occupied orbitals leaves the electron density as it was, while mixing an occupied orbital with an empty one generally changes it. Which rotation parameters matter, and which elements of the Fock matrix must vanish when the energy is stationary to first order?

Take finitely many real natural orbitals, that is, orthonormal orbitals in which the one-particle density matrix is diagonal, $N=\mathrm{diag}(n_p)$, with $n_p$ the occupation of orbital $p$. A real antisymmetric matrix $K$ generates a rotation, and $F$ is a real symmetric Fock matrix, held fixed.

In Lean the orbital labels form a finite type `ι`. Its linear order lets the sums count each pair once, as $p<q$, and also supplies the decidable equality that `diagonal` needs; it has no physical meaning.

```lean
import Mathlib

open Matrix
open scoped Matrix.Norms.Operator

namespace RedundantRotations

noncomputable section

variable {ι : Type*} [Fintype ι] [LinearOrder ι]
```

## The commutator and the rotated density

The first-order change of the density will turn out to be the commutator $C=KN-NK$, hence the name `densityVariation`. The function `occ` holds the occupations, which may be any real numbers: neither $0\le n_p\le 2$ nor idempotency is assumed.

```lean
/-- The commutator `K N - N K` of a generator `K` with the diagonal density `N = diag(occ)`. -/
def densityVariation (occ : ι → ℝ) (K : Matrix ι ι ℝ) : Matrix ι ι ℝ :=
  K * diagonal occ - diagonal occ * K
```

The finite transformation is $D(t)=e^{tK}Ne^{-tK}$, which fixes the sign convention for $K$. For antisymmetric $K$ it is an orthogonal rotation; the definition accepts any real $K$.

```lean
/-- The density `exp(tK) N exp(-tK)` obtained from `N = diag(occ)` by the orbital
transformation with generator `K` and parameter `t`. -/
def rotatedDensity (occ : ι → ℝ) (K : Matrix ι ι ℝ) (t : ℝ) : Matrix ι ι ℝ :=
  NormedSpace.exp (t • K) * diagonal occ * NormedSpace.exp (-(t • K))
```

## Occupation differences decide what commutes

Since $N$ is diagonal, $(KN)_{pq}=K_{pq}n_q$ and $(NK)_{pq}=n_pK_{pq}$. Therefore
$$C_{pq}=K_{pq}(n_q-n_p).$$

```lean
/-- Each element of the commutator is the generator element times the difference of the
two occupations. -/
theorem densityVariation_apply (occ : ι → ℝ) (K : Matrix ι ι ℝ) (p q : ι) :
    densityVariation occ K p q = K p q * (occ q - occ p) := by
  simp only [densityVariation, Matrix.sub_apply, Matrix.mul_diagonal, Matrix.diagonal_mul]
  ring
```

If $C=0$ and $n_p\ne n_q$, the nonzero factor can be divided out, so $K_{pq}=0$. Conversely, if $K_{pq}=0$ whenever the occupations differ, one factor vanishes in every element of $C$. Antisymmetry is not used.

```lean
/-- A real matrix `K` commutes with the diagonal density exactly when it has no element
between orbitals of different occupation. -/
theorem commute_density_iff (occ : ι → ℝ) (K : Matrix ι ι ℝ) :
    Commute K (diagonal occ) ↔ ∀ p q, occ p ≠ occ q → K p q = 0 := by
  constructor
  · intro h p q hpq
    have h0 : densityVariation occ K = 0 := sub_eq_zero.2 h.eq
    have h1 := densityVariation_apply occ K p q
    rw [h0, Matrix.zero_apply] at h1
    exact (mul_eq_zero.1 h1.symm).resolve_right (sub_ne_zero.2 hpq.symm)
  · intro h
    have h0 : densityVariation occ K = 0 := by
      ext p q
      rw [densityVariation_apply, Matrix.zero_apply]
      by_cases hpq : occ p = occ q
      · rw [hpq, sub_self, mul_zero]
      · rw [h p q hpq, zero_mul]
    exact sub_eq_zero.1 h0
```

## The trace as a sum over pairs

Written out, $\mathrm{tr}(FC)=\sum_{pq}F_{pq}C_{qp}$. Antisymmetry, stated as `Kᵀ = -K`, gives
$$C_{qp}=K_{qp}(n_p-n_q)=K_{pq}(n_q-n_p),$$
so
$$\mathrm{tr}(FC)=\sum_{p,q}F_{pq}K_{pq}(n_q-n_p).$$

```lean
/-- For an antisymmetric generator, the trace of `F` with the commutator is a sum over all
ordered pairs of orbitals, weighted by occupation differences. -/
theorem trace_eq_sum_all (occ : ι → ℝ) (F K : Matrix ι ι ℝ) (hK : Kᵀ = -K) :
    trace (F * densityVariation occ K) = ∑ p, ∑ q, F p q * K p q * (occ q - occ p) := by
  simp only [Matrix.trace, Matrix.diag_apply, Matrix.mul_apply]
  refine Finset.sum_congr rfl fun p _ => Finset.sum_congr rfl fun q _ => ?_
  have hk : K q p = -K p q := by
    have := congrArg (fun M : Matrix ι ι ℝ => M p q) hK
    simpa using this
  rw [densityVariation_apply, hk]
  ring
```

Let $g_{pq}$ be the summand. Exchanging $p$ and $q$ leaves $F_{pq}$ unchanged and reverses the sign of both other factors, so $g_{qp}=g_{pq}$; also $g_{pp}=0$. The terms with $p>q$ repeat those with $p<q$:
$$\mathrm{tr}(FC)=2\sum_{p<q}F_{pq}K_{pq}(n_q-n_p).$$
In the proof, `h1` splits the summand by the order of its indices and `h2` exchanges the two summations.

```lean
/-- For symmetric `F` and antisymmetric `K`, the trace of `F (K N - N K)` is twice the sum
over pairs `p < q` of `F_pq K_pq (n_q - n_p)`. -/
theorem trace_eq_sum_pairs (occ : ι → ℝ) (F K : Matrix ι ι ℝ) (hF : Fᵀ = F) (hK : Kᵀ = -K) :
    trace (F * densityVariation occ K) =
      2 * ∑ p, ∑ q ∈ Finset.univ.filter (fun q => p < q),
        F p q * K p q * (occ q - occ p) := by
  rw [trace_eq_sum_all occ F K hK]
  obtain ⟨g, hg⟩ : ∃ g : ι → ι → ℝ, ∀ p q, F p q * K p q * (occ q - occ p) = g p q :=
    ⟨_, fun _ _ => rfl⟩
  -- the summand is symmetric and vanishes on the diagonal
  have hs : ∀ p q, g p q = g q p := by
    intro p q
    have hf : F q p = F p q := by
      have := congrArg (fun M : Matrix ι ι ℝ => M p q) hF
      simpa using this
    have hk : K q p = -K p q := by
      have := congrArg (fun M : Matrix ι ι ℝ => M p q) hK
      simpa using this
    rw [← hg, ← hg, hf, hk]
    ring
  have h0 : ∀ p, g p p = 0 := by
    intro p
    rw [← hg, sub_self, mul_zero]
  simp only [hg, Finset.sum_filter]
  have h1 : ∀ p q, g p q = (if p < q then g p q else 0) + (if q < p then g q p else 0) := by
    intro p q
    rcases lt_trichotomy p q with h | h | h
    · rw [if_pos h, if_neg (lt_asymm h), add_zero]
    · subst h
      simp [h0]
    · rw [if_neg (lt_asymm h), if_pos h, zero_add, hs p q]
  have h2 : ∑ p, ∑ q, (if q < p then g q p else 0) =
      ∑ p, ∑ q, (if p < q then g p q else 0) := Finset.sum_comm
  calc ∑ p, ∑ q, g p q
      = ∑ p, ∑ q, ((if p < q then g p q else 0) + (if q < p then g q p else 0)) :=
        Finset.sum_congr rfl fun p _ => Finset.sum_congr rfl fun q _ => h1 p q
    _ = 2 * ∑ p, ∑ q, (if p < q then g p q else 0) := by
        simp only [Finset.sum_add_distrib]
        rw [h2]
        ring
```

The symmetry of $F$ matters here. For two orbitals with $n=(0,1)$ and $F=K=\begin{pmatrix}0&1\\-1&0\end{pmatrix}$, the trace is $0$, but the pair formula would give $2$.

## The slope along a rotation

At $t=0$ the two exponentials equal the identity and have derivatives $K$ and $-K$. The product rule gives
$$D'(0)=KN+N(-K)=C.$$
`HasDerivAt` states that the derivative exists and has this value.

```lean
/-- The commutator `K N - N K` is the rate of change of the transformed density at `t = 0`. -/
theorem hasDerivAt_rotatedDensity (occ : ι → ℝ) (K : Matrix ι ι ℝ) :
    HasDerivAt (rotatedDensity occ K) (densityVariation occ K) 0 := by
  have h1 : HasDerivAt (fun t : ℝ => NormedSpace.exp (t • K)) K 0 := by
    have h := hasDerivAt_exp_smul_const K (0 : ℝ)
    simp only [zero_smul, NormedSpace.exp_zero, one_mul] at h
    exact h
  have h2 : HasDerivAt (fun t : ℝ => NormedSpace.exp (-(t • K))) (-K) 0 := by
    have h := hasDerivAt_exp_smul_const (-K) (0 : ℝ)
    simp only [smul_neg, zero_smul, neg_zero, NormedSpace.exp_zero, one_mul] at h
    exact h
  have h3 := (h1.mul_const (diagonal occ)).fun_mul h2
  exact h3.congr_deriv (by simp [densityVariation, sub_eq_add_neg])
```

The trace is linear and $F$ is constant, so the slope of $\mathrm{tr}(FD(t))$ at $t=0$ is $\mathrm{tr}(FC)$, already evaluated as a pair sum.

```lean
/-- For a fixed symmetric `F` and an antisymmetric `K`, the slope of `trace (F D(t))` at `t = 0`
along the rotated density `D(t)` is twice the sum over pairs `p < q` of
`F_pq K_pq (n_q - n_p)`. -/
theorem hasDerivAt_trace_fock (occ : ι → ℝ) (F K : Matrix ι ι ℝ)
    (hF : Fᵀ = F) (hK : Kᵀ = -K) :
    HasDerivAt (fun t => trace (F * rotatedDensity occ K t))
      (2 * ∑ p, ∑ q ∈ Finset.univ.filter (fun q => p < q),
        F p q * K p q * (occ q - occ p)) 0 := by
  rw [← trace_eq_sum_pairs occ F K hF hK]
  exact (LinearMap.toContinuousLinearMap
    (Matrix.traceLinearMap ι ℝ ℝ)).hasFDerivAt.comp_hasDerivAt 0
      ((hasDerivAt_rotatedDensity occ K).const_mul F)
```

This is the slope of an SCF energy when $F$ is the derivative of that energy with respect to the one-particle density matrix, evaluated at $N$. The theorem treats $F$ simply as a given matrix.

## Redundant generators

If $D(t)=N$ for all $t$, then $D'(0)=0$ and $K$ commutes with $N$. Conversely, if they commute, so do $e^{tK}$ and $N$, and
$$D(t)=Ne^{tK}e^{-tK}=N.$$
The commutation criterion turns this into a condition on the elements of $K$.

```lean
/-- A generator leaves the density unchanged for every `t` exactly when it has no element
between orbitals of different occupation. -/
theorem rotatedDensity_fixed_iff (occ : ι → ℝ) (K : Matrix ι ι ℝ) :
    (∀ t, rotatedDensity occ K t = diagonal occ) ↔ ∀ p q, occ p ≠ occ q → K p q = 0 := by
  rw [← commute_density_iff]
  constructor
  · intro h
    -- a constant density has zero derivative, so the commutator vanishes
    have hc : rotatedDensity occ K = fun _ => diagonal occ := funext h
    have hd := hasDerivAt_rotatedDensity occ K
    rw [hc] at hd
    exact sub_eq_zero.1 (hd.unique (hasDerivAt_const (0 : ℝ) (diagonal occ)))
  · intro h t
    have hc : Commute (t • K) (diagonal occ) := h.smul_left t
    rw [rotatedDensity, hc.exp_left.eq, mul_assoc,
      ← Matrix.exp_add_of_commute _ _ (Commute.refl (t • K)).neg_right,
      add_neg_cancel, NormedSpace.exp_zero, mul_one]
```

For a mean-field energy that depends on the density matrix alone, such generators can be left out of the orbital optimisation. A correlated energy may depend on more than this matrix, and equal occupations then need not suffice.

## Stationarity and the Fock matrix

Suppose $\mathrm{tr}(FC)=0$ for every antisymmetric $K$. The choice $K_{pq}=F_{pq}(n_q-n_p)$ is antisymmetric because $F$ is symmetric, and it gives
$$0=\sum_{p,q}F_{pq}^2(n_q-n_p)^2.$$
Each square must vanish, so $F_{pq}=0$ whenever $n_p\ne n_q$. Conversely, that condition removes every term of the double sum. For a closed-shell determinant it says that the occupied–virtual block of $F$ is zero.

```lean
/-- For symmetric `F`, the trace of `F (K N - N K)` vanishes for every antisymmetric `K` exactly
when `F` has no element between orbitals of different occupation. -/
theorem stationary_iff (occ : ι → ℝ) (F : Matrix ι ι ℝ) (hF : Fᵀ = F) :
    (∀ K : Matrix ι ι ℝ, Kᵀ = -K → trace (F * densityVariation occ K) = 0) ↔
      ∀ p q, occ p ≠ occ q → F p q = 0 := by
  constructor
  · intro h p q hpq
    -- the trial generator turns the trace into a sum of squares
    obtain ⟨K, hKd⟩ : ∃ K : Matrix ι ι ℝ, ∀ a b, K a b = F a b * (occ b - occ a) :=
      ⟨Matrix.of fun a b => F a b * (occ b - occ a), fun _ _ => rfl⟩
    have hK : Kᵀ = -K := by
      ext a b
      have hf : F b a = F a b := by
        have := congrArg (fun M : Matrix ι ι ℝ => M a b) hF
        simpa using this
      rw [Matrix.transpose_apply, Matrix.neg_apply, hKd, hKd, hf]
      ring
    have hsq : ∀ a b, F a b * K a b * (occ b - occ a) = (F a b * (occ b - occ a)) ^ 2 := by
      intro a b
      rw [hKd]
      ring
    have h0 := h K hK
    rw [trace_eq_sum_all occ F K hK] at h0
    simp only [hsq] at h0
    have h1 := (Finset.sum_eq_zero_iff_of_nonneg
      (fun a _ => Finset.sum_nonneg fun b _ => sq_nonneg _)).1 h0 p (Finset.mem_univ p)
    have h2 := (Finset.sum_eq_zero_iff_of_nonneg
      (fun b _ => sq_nonneg _)).1 h1 q (Finset.mem_univ q)
    exact (mul_eq_zero.1 ((pow_eq_zero_iff two_ne_zero).1 h2)).resolve_right
      (sub_ne_zero.2 hpq.symm)
  · intro h K hK
    rw [trace_eq_sum_all occ F K hK]
    refine Finset.sum_eq_zero fun p _ => Finset.sum_eq_zero fun q _ => ?_
    by_cases hpq : occ p = occ q
    · rw [hpq, sub_self, mul_zero]
    · rw [h p q hpq, zero_mul, zero_mul]

end

end RedundantRotations
```

```lean
#print axioms RedundantRotations.hasDerivAt_trace_fock
-- 'RedundantRotations.hasDerivAt_trace_fock' depends on axioms: [propext, Classical.choice, Quot.sound]
#print axioms RedundantRotations.rotatedDensity_fixed_iff
-- 'RedundantRotations.rotatedDensity_fixed_iff' depends on axioms: [propext, Classical.choice, Quot.sound]
#print axioms RedundantRotations.stationary_iff
-- 'RedundantRotations.stationary_iff' depends on axioms: [propext, Classical.choice, Quot.sound]
```
